# With Hamiltonian σₓ, ħ = 1 and no jumps, the first population of a two-level system changes at the rate −i(ρ₁₀ − ρ₀₁)

The declaration concerns the Lindblad generator of a two-level system, in units with ħ = 1, whose Hamiltonian is the flip matrix σₓ and whose only jump operator is zero. It states that the upper-left entry of the generator applied to `X` is −i(`X 1 0` − `X 0 1`), so that when `X` is a density matrix, the first population changes at a rate set by the difference of the two coherences. The matrix `X` is any complex 2×2 matrix, and need not be Hermitian, positive or of trace one. The attempt is a single `simp` call, meant to unfold the generator and write out the matrix products entry by entry.

Lean 4 with Mathlib refuses this proof:

```lean
import Mathlib

open Matrix

namespace LindbladPopulations

noncomputable section

variable {n κ : Type*} [Fintype n] [DecidableEq n] [Fintype κ]

/-- The Lindblad generator with Hamiltonian `H` and jump operators `L k`, in units with `ħ = 1`. -/
def lindblad (H : Matrix n n ℂ) (L : κ → Matrix n n ℂ) (X : Matrix n n ℂ) : Matrix n n ℂ :=
  (-Complex.I) • (H * X - X * H) +
    ∑ k, (L k * X * (L k)ᴴ - (1 / 2 : ℂ) • ((L k)ᴴ * L k * X + X * ((L k)ᴴ * L k)))

/-- For a two-level system with a flip Hamiltonian and no jumps, the rate of change of the
first population is `-i` times the difference of the two coherences. -/
theorem coherences_drive_populations (X : Matrix (Fin 2) (Fin 2) ℂ) :
    lindblad !![0, 1; 1, 0] (fun _ : Fin 1 => (0 : Matrix (Fin 2) (Fin 2) ℂ)) X 0 0
      = -Complex.I * (X 1 0 - X 0 1) := by
  simp [lindblad, Matrix.mul_apply, Fin.sum_univ_two]

end

end LindbladPopulations
```

The error:

```
Main.lean:20:40: error: unsolved goals
X : Matrix (Fin 2) (Fin 2) ℂ
⊢ (![0, 1] ᵥ* X) 0 = X 1 0
```

What went wrong. The message says that `simp` ended with one equation unproved: entry 0 of the row vector `![0, 1]` times `X` should equal `X 1 0`. The equation is true, but the product is in a form that the supplied lemmas do not expand. `Matrix.mul_apply` applies to an entry of a product of two matrices. Before it could be used on the flip matrix times `X`, the simp lemma `Matrix.cons_mul` had rewritten that product row by row, using the vector-matrix product `ᵥ*`. `Matrix.mul_apply` no longer matched, and with no sum in view `Fin.sum_univ_two` had nothing to expand.

The added `change` restates the left side as the sum over `i` of `![0, 1] i * X i 0`, which Lean accepts because it is equal by definition. The second `simp` expands this sum with `Fin.sum_univ_two` into 0 times `X 0 0` plus 1 times `X 1 0`, which simplifies to `X 1 0`. The added comment has no effect on the proof.

The mended proof, as a diff:

```diff
@@ -20,4 +20,7 @@
       = -Complex.I * (X 1 0 - X 0 1) := by
   simp [lindblad, Matrix.mul_apply, Fin.sum_univ_two]
+  -- write the remaining matrix element as a sum over the two levels
+  change ∑ i, (![0, 1] : Fin 2 → ℂ) i * X i 0 = X 1 0
+  simp [Fin.sum_univ_two]
 
 end
```
